# Uniqueness of layer and offset when natural numbers are indexed by binomial coefficients

The failing declaration, `layer_unique`, is a counting statement about natural numbers, with no physical quantity in it. For fixed `k`, layer `a` starts at the binomial coefficient C(a+k, k+1) and holds C(a+k, k) consecutive numbers, so a position in it is the start plus an offset `r` smaller than C(a+k, k). The lemma says that if two such positions, with layers `a`, `b` and offsets `r`, `s`, are the same number, then `a = b` and `r = s`. The attempt uses `layer_bound` to place each number below the end of its own layer, then applies `layer_le` in both directions to get `a = b`, after which the offsets must agree.

In Lean, a first try:

```lean
import Mathlib

open Matrix

namespace RaschYuIndex

/-- Five naturals in the canonical order L ≥ X ≥ T ≥ B ≥ S. -/
@[ext]
structure ReggeTuple where
  L : ℕ
  X : ℕ
  T : ℕ
  B : ℕ
  S : ℕ
  hXL : X ≤ L := by decide
  hTX : T ≤ X := by decide
  hBT : B ≤ T := by decide
  hSB : S ≤ B := by decide

/-- A layer that starts below the end of layer b has a label at most b. -/
theorem layer_le {k a b : ℕ}
    (h : (a + k).choose (k + 1) < (b + k + 1).choose (k + 1)) : a ≤ b := by
  by_contra hab
  have := Nat.choose_le_choose (k + 1) (show b + k + 1 ≤ a + k by omega)
  omega

/-- A number in layer a lies below the end of every layer b with a ≤ b. -/
theorem layer_bound {k a b r : ℕ} (hab : a ≤ b) (hr : r < (a + k).choose k) :
    (a + k).choose (k + 1) + r < (b + k + 1).choose (k + 1) := by
  have h1 := Nat.choose_le_choose (k + 1) (show a + k + 1 ≤ b + k + 1 by omega)
  have h2 := Nat.choose_succ_succ' (a + k) k
  omega

private theorem layer_unique {k a b r s : ℕ} (hr : r < (a + k).choose k)
    (hs : s < (b + k).choose k)
    (h : (a + k).choose (k + 1) + r = (b + k).choose (k + 1) + s) : a = b ∧ r = s := by
  have h1 := layer_bound (le_refl a) hr
  have h2 := layer_bound (le_refl b) hs
  have hab : a = b := le_antisymm (layer_le (by omega)) (layer_le (by omega))
  subst hab
  exact ⟨rfl, by omega⟩

end RaschYuIndex
```

The compiler's answer:

```
Main.lean:39:48: error: omega could not prove the goal:
a possible counterexample may satisfy the constraints
  m ≥ 0
  l ≥ 0
  l - m ≥ 0
  j ≥ 0
  i ≥ 0
  g ≥ 0
  f ≥ 0
  e ≥ 0
  e - f + g ≥ 0
  e + g - i ≤ -1
  e + g - j ≤ -1
  d ≥ 0
  d - e ≥ 1
  c ≥ 0
  c - e + f - g ≥ 1
where
 c := ↑((a + k).choose k)
 d := ↑((b + k).choose k)
 e := ↑s
 f := ↑((a + k).choose (k + 1))
 g := ↑((b + k).choose (k + 1))
 i := ↑((a + k + 1).choose (k + 1))
 j := ↑((b + k + 1).choose (k + 1))
 l := ↑((a + ?m.68).choose (?m.68 + 1))
 m := ↑((b + ?m.68 + 1).choose (?m.68 + 1))
Main.lean:39:70: error: omega could not prove the goal:
a possible counterexample may satisfy the constraints
  m ≥ 0
  l ≥ 0
  l - m ≥ 0
  j ≥ 0
  i ≥ 0
  g ≥ 0
  f ≥ 0
  e ≥ 0
  e - f + g ≥ 0
  e + g - i ≤ -1
  e + g - j ≤ -1
  d ≥ 0
  d - e ≥ 1
  c ≥ 0
  c - e + f - g ≥ 1
where
 c := ↑((a + k).choose k)
 d := ↑((b + k).choose k)
 e := ↑s
 f := ↑((a + k).choose (k + 1))
 g := ↑((b + k).choose (k + 1))
 i := ↑((a + k + 1).choose (k + 1))
 j := ↑((b + k + 1).choose (k + 1))
 l := ↑((b + ?m.72).choose (?m.72 + 1))
 m := ↑((a + ?m.72 + 1).choose (?m.72 + 1))
```

The change, after which it compiles:

```diff
@@ -37,5 +37,6 @@
   have h1 := layer_bound (le_refl a) hr
   have h2 := layer_bound (le_refl b) hs
-  have hab : a = b := le_antisymm (layer_le (by omega)) (layer_le (by omega))
+  have hab : a = b :=
+    le_antisymm (layer_le (k := k) (by omega)) (layer_le (k := k) (by omega))
   subst hab
   exact ⟨rfl, by omega⟩
```

Both errors have the same cause. The conclusion of `layer_le`, `a ≤ b`, does not mention its implicit argument `k`, so matching it with the inequalities that `le_antisymm` needs fixes the two layers but leaves `k` open. Only the hypothesis of `layer_le` contains `k`, and that hypothesis is what `omega` is asked to prove.

The messages show the open value as `?m.68` and `?m.72`. `omega` treats the binomial coefficients containing it as unknown numbers `l` and `m`, unrelated to those in `h`, `h1` and `h2`, so nothing rules out `l - m ≥ 0`, the negation of the goal.

Writing `(k := k)` in both calls makes the goals speak of the same coefficients as the hypotheses. The first then follows from `h` and `h2`, the second from `h` and `h1`, by linear arithmetic. The new line break is mere tidying.
